# The matrix $1-DP$ of a single closed contour has determinant one minus the product of its bond weights

For one non-interacting bosonic mode on a discretised closed time contour, the coherent-state path integral has the Gaussian weight $e^{-\bar\phi M\phi}$, where $\phi$ collects the amplitudes at the contour points and $M=1-DP$ up to transposition. Its determinant is $\det(1-DP)=1-w_1w_2\cdots w_n$. Here $D$ is the diagonal matrix of the complex weights $w_1,\dots,w_n$ on the bonds between neighbouring contour points, and $P$ is the permutation matrix that links each point to the next and closes the loop. I usually see this justified by expanding a small matrix and reading off the pattern. Can it be proved for every $n\ge 1$, with the signs under control, and checked by machine? I would also like to see the Keldysh contour come out as a special case, including its continuum limit.

## The formula holds for every contour length, including one point

Yes. Let $\sigma$ be a permutation of a nonempty finite set of $n$ contour points that links all of them in a single cycle, and let $w_i$ be any complex weights. Then

$$\det(1-DP)=1-\prod_i w_i .$$

### Two permutations survive the Leibniz expansion

Write $M=1-DP$. Row $i$ of $P$ has its only nonzero entry, a one, in column $\sigma(i)$, so

$$M_{ij}=\delta_{ij}-w_i\,\delta_{\sigma(i),j}.$$

For $n=1$ the only entry is $1-w_1$, which is the claim. Let $n\ge 2$. Then $\sigma$ has no fixed point, because a fixed point would form a cycle of its own. The Leibniz formula reads

$$\det M=\sum_\tau \operatorname{sgn}(\tau)\prod_i M_{i,\tau(i)} .$$

A term vanishes unless, for each $i$, either $\tau(i)=i$ or $\tau(i)=\sigma(i)$. Suppose that $\tau$ has this property and moves some point $j$, so that $\tau(j)=\sigma(j)$. If $\tau$ left $\sigma(j)$ in place, then $\tau(\sigma(j))=\sigma(j)=\tau(j)$. Injectivity would give $\sigma(j)=j$, and hence $\tau(j)=j$, a contradiction. The successor of a moved point therefore moves too. Going round the contour, every point moves, and $\tau=\sigma$. If no point moves, $\tau$ is the identity.

The identity contributes $1$. The full cycle has sign $(-1)^{n-1}$ and matrix elements $-w_i$, so it contributes

$$(-1)^{n-1}\prod_i(-w_i)=(-1)^{2n-1}\prod_i w_i=-\prod_i w_i .$$

The sum of the two is the formula.

### Zero modes, occupation numbers and the Keldysh contour

A nonzero vector $v$ with $Mv=0$ exists exactly when $\det M=0$, that is, when $\prod_i w_i=1$. In components the condition is $v_i=w_i v_{\sigma(i)}$: one turn around the contour has to reproduce the amplitude.

If $\left|\prod_i w_i\right|<1$, the geometric series gives

$$\frac{1}{\det M}=\sum_{k=0}^{\infty}\Bigl(\prod_i w_i\Bigr)^k .$$

In the coherent-state path integral of a free bosonic mode, $k$ is the occupation number. Where the Gaussian integral converges absolutely, it yields this inverse determinant, with a factor $1/\pi$ in the measure for each complex variable. Absolute convergence requires the Hermitian part of $M$ to be positive definite, which the condition on the product alone does not ensure.

For a Keldysh contour, let the mode have energy $\varepsilon$, with $\hbar=1$, and let $\delta$, written without indices, be the time step. Take $N$ forward bonds of weight $1-\mathrm{i}\varepsilon\delta$, $N$ backward bonds of weight $1+\mathrm{i}\varepsilon\delta$, and one closing bond of weight $\rho$. The first two are the evolution factors $e^{\mp\mathrm{i}\varepsilon\delta}$ to first order in $\delta$. The last is the weight per boson in an initial density matrix proportional to $\rho^{\hat n}$, where $\hat n$ is the number operator and $0\le\rho<1$; in thermal equilibrium $\rho=e^{-\beta(\varepsilon-\mu)}$, with inverse temperature $\beta$ and chemical potential $\mu$. Since $(1-\mathrm{i}\varepsilon\delta)(1+\mathrm{i}\varepsilon\delta)=1+\varepsilon^2\delta^2$, the determinant is

$$1-\rho\,(1+\varepsilon^2\delta^2)^N .$$

With these first-order factors, the forward and backward branches do not cancel exactly at finite step unless $\varepsilon=0$; the exact factors $e^{\mp\mathrm{i}\varepsilon\delta}$ would. Now fix the duration $t$ of each branch and set $\delta=t/N$. From $1+x\le e^x$ it follows for $N\ge 1$ that

$$1\le\Bigl(1+\frac{\varepsilon^2t^2}{N^2}\Bigr)^N\le \exp\Bigl(\frac{\varepsilon^2t^2}{N}\Bigr).$$

The right-hand side tends to $1$, so the determinant tends to $1-\rho$. For this single free mode, the limit depends on the initial state and no longer on the evolution time.

Here is the complete Lean file.

```lean
import Mathlib

open Matrix Filter Topology

namespace ClosedContourDeterminant

noncomputable section

variable {ι : Type*} [Fintype ι] [DecidableEq ι]

/-- The discrete contour matrix `1 - D P` of one bosonic mode: `D` holds the bond weights `w`
and `P` is the permutation matrix that links each contour point `i` to its successor `σ i`. -/
def contourMatrix (σ : Equiv.Perm ι) (w : ι → ℂ) : Matrix ι ι ℂ :=
  1 - diagonal w * σ.permMatrix ℂ

/-- The contour matrix has a unit on-site term and a hopping term `-w i` from `i` to `σ i`. -/
theorem contourMatrix_apply (σ : Equiv.Perm ι) (w : ι → ℂ) (i j : ι) :
    contourMatrix σ w i j = (if i = j then 1 else 0) - (if σ i = j then w i else 0) := by
  simp [contourMatrix, Matrix.sub_apply, Matrix.diagonal_mul, Matrix.one_apply,
    Equiv.Perm.permMatrix, PEquiv.toMatrix_apply, Equiv.toPEquiv_apply]

omit [DecidableEq ι] in
/-- On a single closed contour, a permutation that leaves each point in place or moves it to its
successor is either the identity or the successor map `σ` itself. -/
theorem eq_one_or_eq_cycle {σ : Equiv.Perm ι} (hσ : ∀ i j, σ.SameCycle i j)
    (τ : Equiv.Perm ι) (hτ : ∀ i, τ i = i ∨ τ i = σ i) : τ = 1 ∨ τ = σ := by
  by_cases h : ∀ i, τ i = i
  · left
    ext i
    exact h i
  · right
    obtain ⟨i, hi⟩ := not_forall.1 h
    -- if a point moves, its successor has to move as well
    have step : ∀ j, τ j ≠ j → τ (σ j) ≠ σ j := by
      intro j hj hfix
      have hjs : τ j = σ j := (hτ j).resolve_left hj
      have hs : σ j = j := τ.injective (hfix.trans hjs.symm)
      exact hj (hjs.trans hs)
    have all : ∀ k : ℕ, τ ((σ ^ k) i) ≠ (σ ^ k) i := by
      intro k
      induction k with
      | zero => simpa using hi
      | succ k ih =>
        rw [pow_succ', Equiv.Perm.mul_apply]
        exact step _ ih
    ext j
    obtain ⟨k, _, hk⟩ := (hσ i j).exists_pow_eq'
    have hj := all k
    rw [hk] at hj
    exact (hτ j).resolve_left hj

/-- The determinant of the contour matrix of a single closed contour is one minus the product of
all bond weights. -/
theorem det_contourMatrix [Nonempty ι] {σ : Equiv.Perm ι} (hσ : ∀ i j, σ.SameCycle i j)
    (w : ι → ℂ) : (contourMatrix σ w).det = 1 - ∏ i, w i := by
  rcases subsingleton_or_nontrivial ι with hsub | hnt
  · -- a contour with one point
    obtain ⟨i⟩ := ‹Nonempty ι›
    rw [Matrix.det_eq_elem_of_subsingleton _ i, Fintype.prod_subsingleton _ i,
      contourMatrix_apply, if_pos rfl, if_pos (Subsingleton.elim _ _)]
  · have hfix : ∀ i, σ i ≠ i := by
      intro i hi
      obtain ⟨j, hj⟩ := exists_ne i
      obtain ⟨k, hk⟩ := hσ i j
      rw [Equiv.Perm.zpow_apply_eq_self_of_apply_eq_self hi k] at hk
      exact hj hk.symm
    have hc : σ.IsCycle := by
      obtain ⟨i⟩ := ‹Nonempty ι›
      exact ⟨i, hfix i, fun j _ => hσ i j⟩
    have hsupp : σ.support = Finset.univ := by
      ext i
      simp [hfix i]
    have hsign : (((Equiv.Perm.sign σ : ℤˣ) : ℤ) : ℂ) = -(-1) ^ Fintype.card ι := by
      rw [hc.sign, hsupp, Finset.card_univ]
      simp
    have hne : (1 : Equiv.Perm ι) ≠ σ := by
      intro h
      obtain ⟨i⟩ := ‹Nonempty ι›
      exact hfix i (by rw [← h]; rfl)
    -- only the identity and the full cycle survive in the Leibniz expansion
    rw [← det_transpose, det_apply', Fintype.sum_eq_add 1 σ hne]
    · have h1 : ∏ i, (contourMatrix σ w)ᵀ ((1 : Equiv.Perm ι) i) i = 1 := by
        apply Finset.prod_eq_one
        intro i _
        simp [contourMatrix_apply, hfix i]
      have h2 : ∏ i, (contourMatrix σ w)ᵀ (σ i) i
          = (-1) ^ Fintype.card ι * ∏ i, w i := by
        have h3 : ∀ i, (contourMatrix σ w)ᵀ (σ i) i = (-1) * w i := by
          intro i
          rw [transpose_apply, contourMatrix_apply, if_neg (hfix i).symm, if_pos rfl]
          ring
        simp only [h3]
        rw [Finset.prod_mul_distrib, Finset.prod_const, Finset.card_univ]
      have hs : (-1 : ℂ) ^ Fintype.card ι * (-1) ^ Fintype.card ι = 1 := by
        rw [← mul_pow]
        norm_num
      rw [h1, h2, hsign, Equiv.Perm.sign_one, Units.val_one, Int.cast_one]
      linear_combination (-∏ i, w i) * hs
    · rintro τ ⟨hτ1, hτσ⟩
      have hex : ∃ i, τ i ≠ i ∧ τ i ≠ σ i := by
        by_contra h
        have hall : ∀ i, τ i = i ∨ τ i = σ i := by
          intro i
          by_contra hi
          exact h ⟨i, not_or.1 hi⟩
        exact (eq_one_or_eq_cycle hσ τ hall).elim hτ1 hτσ
      obtain ⟨i, hi1, hi2⟩ := hex
      rw [Finset.prod_eq_zero (Finset.mem_univ i), mul_zero]
      rw [transpose_apply, contourMatrix_apply, if_neg hi1.symm, if_neg hi2.symm, sub_zero]

/-- The contour matrix of a single closed contour has a zero mode exactly when the bond weights
multiply to one. -/
theorem zero_mode_iff [Nonempty ι] {σ : Equiv.Perm ι} (hσ : ∀ i j, σ.SameCycle i j)
    (w : ι → ℂ) : (∃ v, v ≠ 0 ∧ contourMatrix σ w *ᵥ v = 0) ↔ ∏ i, w i = 1 := by
  rw [Matrix.exists_mulVec_eq_zero_iff, det_contourMatrix hσ, sub_eq_zero, eq_comm]

/-- If the product of the bond weights of a single closed contour has modulus below one, the inverse
determinant is the sum over all natural numbers `k` of that product to the power `k`. -/
theorem hasSum_occupations [Nonempty ι] {σ : Equiv.Perm ι} (hσ : ∀ i j, σ.SameCycle i j)
    (w : ι → ℂ) (hw : ‖∏ i, w i‖ < 1) :
    HasSum (fun k : ℕ => (∏ i, w i) ^ k) ((contourMatrix σ w).det)⁻¹ := by
  rw [det_contourMatrix hσ]
  exact hasSum_geometric_of_norm_lt_one hw

/-- The cyclic shift of `n + 1` contour points links all of them in a single cycle. -/
theorem finRotate_witness (n : ℕ) (i j : Fin (n + 1)) :
    (finRotate (n + 1)).SameCycle i j := by
  cases n with
  | zero =>
    have hij : i = j := by
      apply Fin.ext
      have hi := i.isLt
      have hj := j.isLt
      omega
    subst hij
    exact Equiv.Perm.SameCycle.refl _ _
  | succ n =>
    have h : ∀ k : Fin (n + 2), finRotate (n + 2) k ≠ k := by
      intro k
      rw [← Equiv.Perm.mem_support, support_finRotate]
      exact Finset.mem_univ k
    exact isCycle_finRotate.sameCycle (h i) (h j)

/-- Bond weights of a Keldysh contour for a mode of energy `ε`: `N` forward steps `1 - iεδ`,
`N` backward steps `1 + iεδ`, and the weight `ρ` of the initial state on the closing bond. -/
def keldyshWeights (N : ℕ) (ε δ : ℝ) (ρ : ℂ) : Fin (N + N + 1) → ℂ :=
  Fin.snoc (α := fun _ => ℂ)
    (Fin.append (fun _ : Fin N => 1 - Complex.I * (ε * δ))
      (fun _ : Fin N => 1 + Complex.I * (ε * δ))) ρ

/-- At finite time step `δ` the Keldysh determinant is `1 - ρ (1 + ε²δ²)^N`. -/
theorem det_keldysh (N : ℕ) (ε δ : ℝ) (ρ : ℂ) :
    (contourMatrix (finRotate (N + N + 1)) (keldyshWeights N ε δ ρ)).det
      = 1 - ρ * (((1 + (ε * δ) ^ 2) ^ N : ℝ) : ℂ) := by
  have hstep : (1 - Complex.I * (ε * δ)) * (1 + Complex.I * (ε * δ))
      = 1 + ((ε : ℂ) * δ) ^ 2 := by
    linear_combination (-((ε : ℂ) * δ) ^ 2) * Complex.I_sq
  rw [det_contourMatrix (finRotate_witness (N + N)), Fin.prod_univ_castSucc]
  simp only [keldyshWeights, Fin.snoc_castSucc, Fin.snoc_last]
  rw [Fin.prod_univ_add]
  simp only [Fin.append_left, Fin.append_right, Finset.prod_const, Finset.card_univ,
    Fintype.card_fin]
  rw [← mul_pow, hstep]
  push_cast
  ring

/-- For a fixed duration `t` of each branch, cut into `N` steps, the Keldysh determinant tends to `1
- ρ` as `N` grows. -/
theorem tendsto_det_keldysh (ε t : ℝ) (ρ : ℂ) :
    Tendsto (fun N : ℕ =>
      (contourMatrix (finRotate (N + N + 1)) (keldyshWeights N ε (t / N) ρ)).det)
      atTop (𝓝 (1 - ρ)) := by
  have hexp : Tendsto (fun N : ℕ => Real.exp ((ε * t) ^ 2 / N)) atTop (𝓝 1) := by
    have h := (Real.continuous_exp.tendsto 0).comp
      (tendsto_const_div_atTop_nhds_zero_nat ((ε * t) ^ 2))
    rw [Real.exp_zero] at h
    exact h
  -- the discretisation factor is squeezed between 1 and an exponential
  have hreal : Tendsto (fun N : ℕ => (1 + (ε * (t / N)) ^ 2) ^ N) atTop (𝓝 (1 : ℝ)) := by
    refine tendsto_of_tendsto_of_tendsto_of_le_of_le tendsto_const_nhds hexp ?_ ?_
    · intro N
      exact one_le_pow₀ (by nlinarith [sq_nonneg (ε * (t / N))])
    · intro N
      have hb : 1 + (ε * (t / N)) ^ 2 ≤ Real.exp ((ε * (t / N)) ^ 2) := by
        linarith [Real.add_one_le_exp ((ε * (t / N)) ^ 2)]
      have he : (N : ℝ) * (ε * (t / N)) ^ 2 = (ε * t) ^ 2 / N := by
        rcases Nat.eq_zero_or_pos N with h0 | hpos
        · simp [h0]
        · have hN : (N : ℝ) ≠ 0 := by positivity
          field_simp
      calc (1 + (ε * (t / N)) ^ 2) ^ N ≤ Real.exp ((ε * (t / N)) ^ 2) ^ N :=
            pow_le_pow_left₀ (by positivity) hb N
        _ = Real.exp ((ε * t) ^ 2 / N) := by rw [← Real.exp_nat_mul, he]
  have hc := (Complex.continuous_ofReal.tendsto 1).comp hreal
  have hfin := (hc.const_mul ρ).const_sub 1
  rw [Complex.ofReal_one, mul_one] at hfin
  refine hfin.congr ?_
  intro N
  exact (det_keldysh N ε (t / N) ρ).symm

end

end ClosedContourDeterminant
```

```lean
#print axioms ClosedContourDeterminant.det_contourMatrix
#print axioms ClosedContourDeterminant.zero_mode_iff
#print axioms ClosedContourDeterminant.hasSum_occupations
#print axioms ClosedContourDeterminant.tendsto_det_keldysh
```

```
'ClosedContourDeterminant.det_contourMatrix' depends on axioms: [propext, Classical.choice, Quot.sound]
'ClosedContourDeterminant.zero_mode_iff' depends on axioms: [propext, Classical.choice, Quot.sound]
'ClosedContourDeterminant.hasSum_occupations' depends on axioms: [propext, Classical.choice, Quot.sound]
'ClosedContourDeterminant.tendsto_det_keldysh' depends on axioms: [propext, Classical.choice, Quot.sound]
```

### How the contour is encoded

The type `ι` is the finite set of contour points, and `w : ι → ℂ` assigns to each point the weight of the bond that leaves it. The definition `contourMatrix σ w` is $1-DP$, with `diagonal w` for $D$ and `σ.permMatrix ℂ` for $P$. This fixes an orientation: the weight $w_i$ sits in row $i$ and column $\sigma(i)$. Texts that put the hopping terms below the diagonal use the transposed arrangement, which has the same determinant.

The hypothesis `hσ : ∀ i j, σ.SameCycle i j` says that repeated application of $\sigma$ or its inverse leads from any point to any other. Together with `[Nonempty ι]` it is all that `det_contourMatrix` requires; the weights are arbitrary and may vanish. An empty contour has to be excluded, since its determinant and its product of weights are both $1$.

Mathlib's predicate `σ.IsCycle` looks like the natural way to say "single cycle", but with it in place of `hσ` the theorem would be false. That predicate allows fixed points outside the cycle. If $\sigma$ swaps points $1$ and $2$ and fixes point $3$, the determinant is $(1-w_1w_2)(1-w_3)$: two separate contours. The predicate also rejects the identity, and with it the legitimate contour of one point.

The remaining statements read as follows.

- `zero_mode_iff` says that a nonzero `v` with `contourMatrix σ w *ᵥ v = 0` exists if and only if the weights multiply to one.
- `hasSum_occupations` assumes that the product of the weights has modulus below one, and says that the geometric series converges to the inverse determinant.
- `finRotate_witness` shows that the cyclic shift of $n+1$ points, numbered from $0$ to $n$, satisfies the single-cycle hypothesis.
- `det_keldysh` gives the determinant for $2N+1$ points, with real $\varepsilon$ and $\delta$ and complex $\rho$. In `keldyshWeights`, positions $0$ to $N-1$ are forward bonds, positions $N$ to $2N-1$ are backward bonds, and position $2N$ carries $\rho$. For $N=0$ only the closing bond remains.
- `tendsto_det_keldysh` is the limit $N\to\infty$ at fixed $t$.

The model is one free bosonic mode with an initial density matrix proportional to $\rho^{\hat n}$, and the bond weights are put in by definition. The file begins at the matrix, so the coherent-state construction and the Gaussian integral that link it to a partition function are physical input. Interactions and coupled modes lie beyond this model. Green functions of the free mode, which come from the inverse of the matrix, are not treated here.

For simulation practice, the finite-$N$ formula offers an exact reference value for code that assembles a discretised contour matrix, as long as it treats one non-interacting bosonic mode with the bonds and first-order steps used here. If the points are linked correctly, the determinant tests only the product of the weights, so an error in the weights that leaves this product unchanged goes unnoticed.

### How the proof isolates the two terms

`contourMatrix_apply` establishes the formula for $M_{ij}$ used above. `eq_one_or_eq_cycle` is the combinatorial core. Its inner statement `step` is the injectivity argument, and `all` extends it by induction to every point $\sigma^k(i)$. Because all points share one cycle, `exists_pow_eq'` supplies a power that reaches any given $j$. Hence $\tau$ agrees with $\sigma$ everywhere.

`det_contourMatrix` first splits off the one-point contour, where the determinant is the single matrix element. For at least two points it derives that $\sigma$ has no fixed points (`hfix`), that it is a cycle in Mathlib's sense (`hc`), and that its sign is $-(-1)^n$ (`hsign`). Mathlib's Leibniz formula uses the elements $M_{\tau(i),i}$, so the proof transposes the matrix first to match the expansion by hand.

`Fintype.sum_eq_add` then reduces the sum to the terms of the identity and $\sigma$, provided that all others vanish. The products for these two terms are `h1` and `h2`, and `hs` records $(-1)^n(-1)^n=1$, which settles the sign. For any other $\tau$, the combinatorial lemma yields a point that goes neither to itself nor to its successor. The matrix element there is zero, and so is the whole product.

The zero-mode criterion combines the determinant formula with Mathlib's theorem that a square matrix has a nontrivial kernel exactly when its determinant vanishes. The occupation sum is the geometric series after the same substitution.

In `det_keldysh`, the product over the contour is split into the closing bond and the two branches, and `hstep` multiplies one forward factor by one backward factor. In `tendsto_det_keldysh`, `hexp` is the limit of the exponential bound and `hreal` is the squeeze. The last lines carry the real limit over to the complex numbers, multiply by $\rho$ and subtract from one.
